# The vectors v⊗v span the symmetric subspace of C^d⊗C^d

A formal statement must decide what C^d⊗C^d is. Here it is the space of amplitude tables ψ(i,j), of type `d × d → ℂ`, where `d` labels a fixed orthonormal one-particle basis. Product vectors, basis vectors and the swap F are given by components:

(u⊗v)(i,j) = u_i v_j
(e_i)_k = 1 if k = i, and 0 otherwise
(Fψ)(i,j) = ψ(j,i)

Call a vector v⊗v a square. For two identical bosons in a finite one-particle basis, the result says that superpositions of states with both particles in the same one-particle state, which may be any combination of the basis states, give every two-boson state. Three or more particles are not treated.

```lean
import Mathlib

open Matrix

namespace SymmetricSubspace

noncomputable section

variable {d : Type*}

/-- The product vector `u ⊗ v` of two particles, with amplitudes `u i * v j`. -/
def tensor (u v : d → ℂ) : d × d → ℂ := fun p => u p.1 * v p.2

/-- The standard basis vector with amplitude one at `i` and zero elsewhere. -/
def basisVec {ι : Type*} [DecidableEq ι] (i : ι) : ι → ℂ := fun k => if k = i then 1 else 0
```

## Both factors are the same space

The swap needs both particles to share one index set; between spaces of different dimension it does not map the composite space to itself. The entry of `swapOp d` at (p,q) is one when `q = p.swap`. The subspaces `symSub d` and `antiSub d` are defined by Fψ = ψ and Fψ = −ψ.

```lean
/-- The swap operator `F`: the permutation matrix exchanging the two tensor factors. -/
def swapOp (d : Type*) [DecidableEq d] : Matrix (d × d) (d × d) ℂ :=
  Matrix.of fun p q => if q = p.swap then 1 else 0

/-- The symmetric subspace: two-particle vectors with `F ψ = ψ`. -/
def symSub (d : Type*) [Fintype d] [DecidableEq d] : Submodule ℂ (d × d → ℂ) where
  carrier := {ψ | swapOp d *ᵥ ψ = ψ}
  add_mem' := by
    intro a b ha hb
    have ha' : swapOp d *ᵥ a = a := ha
    have hb' : swapOp d *ᵥ b = b := hb
    show swapOp d *ᵥ (a + b) = a + b
    rw [Matrix.mulVec_add, ha', hb']
  zero_mem' := by
    show swapOp d *ᵥ 0 = 0
    rw [Matrix.mulVec_zero]
  smul_mem' := by
    intro c x hx
    have hx' : swapOp d *ᵥ x = x := hx
    show swapOp d *ᵥ (c • x) = c • x
    rw [Matrix.mulVec_smul, hx']

/-- The antisymmetric subspace: two-particle vectors with `F ψ = -ψ`. -/
def antiSub (d : Type*) [Fintype d] [DecidableEq d] : Submodule ℂ (d × d → ℂ) where
  carrier := {ψ | swapOp d *ᵥ ψ = -ψ}
  add_mem' := by
    intro a b ha hb
    have ha' : swapOp d *ᵥ a = -a := ha
    have hb' : swapOp d *ᵥ b = -b := hb
    show swapOp d *ᵥ (a + b) = -(a + b)
    rw [Matrix.mulVec_add, ha', hb', neg_add]
  zero_mem' := by
    show swapOp d *ᵥ 0 = -0
    rw [Matrix.mulVec_zero, neg_zero]
  smul_mem' := by
    intro c x hx
    have hx' : swapOp d *ᵥ x = -x := hx
    show swapOp d *ᵥ (c • x) = -(c • x)
    rw [Matrix.mulVec_smul, hx', smul_neg]
```

## The squares run over all v

Expanding (u+v)⊗(u+v) and removing the diagonal terms gives

u⊗v + v⊗u = (u+v)⊗(u+v) − u⊗u − v⊗v

which `polarization` checks componentwise by `ring`. The identity needs the square of u+v, so basis vectors alone are too few: for d = 2 the span of e_0⊗e_0 and e_1⊗e_1 misses e_0⊗e_1 + e_1⊗e_0.

```lean
/-- Polarization: `u ⊗ v + v ⊗ u = (u + v) ⊗ (u + v) - u ⊗ u - v ⊗ v`. -/
theorem polarization (u v : d → ℂ) :
    tensor u v + tensor v u = tensor (u + v) (u + v) - tensor u u - tensor v v := by
  funext p
  simp only [tensor, Pi.add_apply, Pi.sub_apply]
  ring
```

## The index set is finite

`Fintype d` enters with the matrix action. In `swap_mulVec` the sum over q collapses to one term, and `swap_tensor` obtains F(u⊗v) = v⊗u from u_j v_i = v_i u_j.

```lean
variable [Fintype d] [DecidableEq d]

/-- The swap exchanges the two indices of the amplitude. -/
theorem swap_mulVec (ψ : d × d → ℂ) (p : d × d) : (swapOp d *ᵥ ψ) p = ψ p.swap := by
  show ∑ q, (if q = p.swap then (1 : ℂ) else 0) * ψ q = ψ p.swap
  generalize p.swap = r
  simp

/-- The swap sends `u ⊗ v` to `v ⊗ u`. -/
theorem swap_tensor (u v : d → ℂ) : swapOp d *ᵥ tensor u v = tensor v u := by
  funext p
  rw [swap_mulVec]
  show u p.2 * v p.1 = v p.1 * u p.2
  exact mul_comm _ _
```

The essential use is the finite expansion

ψ = Σ_ij ψ(i,j) e_i⊗e_j

which is `hexp`; it shows that a subspace containing all product vectors contains every ψ. For infinite d the algebraic span is too small: a finite combination of squares is a table of finite rank, while the table with diagonal entries 1/n (n = 1, 2, …) and zeros elsewhere is symmetric and square-summable but has infinite rank. A version with closures is not attempted here.

```lean
/-- A subspace containing every product vector `u ⊗ v` contains every two-particle vector. -/
theorem mem_of_tensor_mem (S : Submodule ℂ (d × d → ℂ)) (h : ∀ u v, tensor u v ∈ S)
    (ψ : d × d → ℂ) : ψ ∈ S := by
  -- expansion in the product basis
  have hexp : ∑ p : d × d, ψ p • tensor (basisVec p.1) (basisVec p.2) = ψ := by
    funext q
    rw [Finset.sum_apply, Finset.sum_eq_single q]
    · simp [tensor, basisVec]
    · intro p _ hp
      by_cases h1 : q.1 = p.1
      · have h2 : q.2 ≠ p.2 := fun h2 => hp (Prod.ext h1.symm h2.symm)
        simp [tensor, basisVec, h2]
      · simp [tensor, basisVec, h1]
    · intro hq
      exact absurd (Finset.mem_univ q) hq
  rw [← hexp]
  exact S.sum_mem fun p _ => S.smul_mem _ (h _ _)
```

## The vector ψ is symmetric

Let S be a subspace containing every square. By polarization,

(1+F)(u⊗v) = u⊗v + v⊗u ∈ S

The vectors that 1+F maps into S form a subspace containing all product vectors, so ψ + Fψ ∈ S for every ψ. In Lean this preimage is `S.comap (Matrix.mulVecLin (1 + swapOp d))` and the membership is `key`. Symmetry is used only now:

ψ = ½(ψ + ψ) = ½(ψ + Fψ) ∈ S

This is the rewrite with `hψ'` followed by `hhalf`. Taking S to be the span gives one inclusion of `span_squares_eq_symSub`; the other is F(v⊗v) = v⊗v. Without symmetry the conclusion fails: for d = 2 the vector e_0⊗e_1 − e_1⊗e_0 is nonzero and antisymmetric, so it lies outside the span.

```lean
/-- A subspace containing every `v ⊗ v` contains the symmetric subspace. -/
theorem symSub_le_of_squares_mem (S : Submodule ℂ (d × d → ℂ)) (h : ∀ v, tensor v v ∈ S) :
    symSub d ≤ S := by
  intro ψ hψ
  have hψ' : swapOp d *ᵥ ψ = ψ := hψ
  -- `1 + F` maps every product vector, hence every vector, into `S`
  have key : ψ ∈ S.comap (Matrix.mulVecLin (1 + swapOp d)) := by
    refine mem_of_tensor_mem _ (fun u v => ?_) ψ
    rw [Submodule.mem_comap, Matrix.mulVecLin_apply, Matrix.add_mulVec, Matrix.one_mulVec,
      swap_tensor, polarization]
    exact S.sub_mem (S.sub_mem (h _) (h _)) (h _)
  rw [Submodule.mem_comap, Matrix.mulVecLin_apply, Matrix.add_mulVec, Matrix.one_mulVec,
    hψ'] at key
  -- on a symmetric vector `1 + F` acts as the number two
  have hhalf : (1 / 2 : ℂ) • (ψ + ψ) = ψ := by
    funext p
    simp only [Pi.smul_apply, Pi.add_apply, smul_eq_mul]
    ring
  rw [← hhalf]
  exact S.smul_mem _ key

/-- The linear span of all vectors `v ⊗ v` is the subspace fixed by the swap. -/
theorem span_squares_eq_symSub :
    Submodule.span ℂ (Set.range fun v : d → ℂ => tensor v v) = symSub d := by
  apply le_antisymm
  · refine Submodule.span_le.mpr ?_
    rintro _ ⟨v, rfl⟩
    exact swap_tensor v v
  · exact symSub_le_of_squares_mem _ fun v => Submodule.subset_span ⟨v, rfl⟩
```

## Normalization costs nothing

Physical states satisfy ⟨v|v⟩ = 1, written `star v ⬝ᵥ v = 1`. For v ≠ 0 put s = √(Σ_i |v_i|²) > 0. Then

⟨v/s|v/s⟩ = s²/s² = 1
v⊗v = s² (v/s)⊗(v/s)

These are `hunit` and `hscale`, with `hstar` recording that 1/s is real. The case v = 0 gives the zero vector, which lies in every span.

```lean
/-- The linear span of the vectors `v ⊗ v` with normalized `v` is the subspace fixed by
the swap. -/
theorem span_unit_squares_eq_symSub :
    Submodule.span ℂ {ψ : d × d → ℂ | ∃ v : d → ℂ, star v ⬝ᵥ v = 1 ∧ ψ = tensor v v}
      = symSub d := by
  apply le_antisymm
  · refine Submodule.span_le.mpr ?_
    rintro _ ⟨v, _, rfl⟩
    exact swap_tensor v v
  · refine symSub_le_of_squares_mem _ fun v => ?_
    by_cases hv : v = 0
    · have h0 : tensor v v = 0 := by
        funext p
        simp [tensor, hv]
      rw [h0]
      exact Submodule.zero_mem _
    · -- the norm `s` of a nonzero vector is positive
      have hpos : 0 < ∑ i, Complex.normSq (v i) := by
        obtain ⟨i, hi⟩ := Function.ne_iff.mp hv
        exact Finset.sum_pos' (fun j _ => Complex.normSq_nonneg _)
          ⟨i, Finset.mem_univ i, Complex.normSq_pos.mpr hi⟩
      have hr : star v ⬝ᵥ v = ((∑ i, Complex.normSq (v i) : ℝ) : ℂ) := by
        simp only [dotProduct, Pi.star_apply, Complex.ofReal_sum]
        refine Finset.sum_congr rfl fun i _ => ?_
        exact Complex.normSq_eq_conj_mul_self.symm
      obtain ⟨s, hs0, hs⟩ : ∃ s : ℝ, 0 < s ∧ star v ⬝ᵥ v = (s : ℂ) * s :=
        ⟨Real.sqrt (∑ i, Complex.normSq (v i)), Real.sqrt_pos.mpr hpos,
          by rw [hr, ← Complex.ofReal_mul, Real.mul_self_sqrt hpos.le]⟩
      have hs' : (s : ℂ) ≠ 0 := by exact_mod_cast hs0.ne'
      have hstar : star ((s : ℂ)⁻¹) = (s : ℂ)⁻¹ := by
        rw [← Complex.ofReal_inv]
        exact Complex.conj_ofReal _
      -- `v / s` is normalized and `v ⊗ v = s² (v / s) ⊗ (v / s)`
      have hunit : star ((s : ℂ)⁻¹ • v) ⬝ᵥ ((s : ℂ)⁻¹ • v) = 1 := by
        rw [star_smul, smul_dotProduct, dotProduct_smul, hs, hstar, smul_eq_mul, smul_eq_mul]
        field_simp
      have hscale : tensor v v
          = ((s : ℂ) * s) • tensor ((s : ℂ)⁻¹ • v) ((s : ℂ)⁻¹ • v) := by
        funext p
        simp only [tensor, Pi.smul_apply, smul_eq_mul]
        field_simp
      rw [hscale]
      exact Submodule.smul_mem _ _ (Submodule.subset_span ⟨_, hunit, rfl⟩)
```

## The map M is linear

`M` is a matrix with columns labelled by `d × d` and rows by an arbitrary type `m`; it need not be square or Hermitian. Linearity makes ker M a subspace. If M kills every square, take S = ker M (`hker`), and M kills the symmetric subspace; conversely, squares are symmetric. A nonlinear map escapes this: for d = 2 the determinant ψ(0,0)ψ(1,1) − ψ(0,1)ψ(1,0) vanishes on every square but equals −1 on e_0⊗e_1 + e_1⊗e_0.

Since swapping twice restores the indices, F(Fψ + ψ) = ψ + Fψ, which is `symmetrize_mem`.

```lean
/-- For every two-particle vector `ψ`, the vector `F ψ + ψ` is symmetric. -/
theorem symmetrize_mem (ψ : d × d → ℂ) : swapOp d *ᵥ ψ + ψ ∈ symSub d := by
  show swapOp d *ᵥ (swapOp d *ᵥ ψ + ψ) = swapOp d *ᵥ ψ + ψ
  funext p
  simp only [swap_mulVec, Pi.add_apply, Prod.swap_swap]
  exact add_comm _ _

/-- A matrix annihilates every `v ⊗ v` exactly when it annihilates the whole symmetric
subspace. -/
theorem annihilates_squares_iff_symSub {m : Type*} (M : Matrix m (d × d) ℂ) :
    (∀ v : d → ℂ, M *ᵥ tensor v v = 0) ↔ ∀ ψ ∈ symSub d, M *ᵥ ψ = 0 := by
  constructor
  · intro h ψ hψ
    -- the kernel of `M` is a subspace containing every `v ⊗ v`
    have hker : symSub d ≤ LinearMap.ker (Matrix.mulVecLin M) := by
      refine symSub_le_of_squares_mem _ fun v => ?_
      rw [LinearMap.mem_ker, Matrix.mulVecLin_apply]
      exact h v
    have h1 := hker hψ
    rw [LinearMap.mem_ker, Matrix.mulVecLin_apply] at h1
    exact h1
  · intro h v
    exact h _ (swap_tensor v v)
```

The condition is also equivalent to MF = −M. Forwards,

(MF + M)ψ = M(Fψ + ψ) = 0 for all ψ

and `hzero` tests on basis vectors to conclude MF + M = 0. Backwards,

M(v⊗v) = MF(v⊗v) = −M(v⊗v)

so 2M(v⊗v) = 0, and `linear_combination h2 / 2` divides by two.

```lean
/-- A matrix `M` annihilates every `v ⊗ v` exactly when `M F = -M`. -/
theorem annihilates_squares_iff_mul_swap {m : Type*} (M : Matrix m (d × d) ℂ) :
    (∀ v : d → ℂ, M *ᵥ tensor v v = 0) ↔ M * swapOp d = -M := by
  constructor
  · intro h
    have hsym := (annihilates_squares_iff_symSub M).mp h
    have hzero : ∀ A : Matrix m (d × d) ℂ, (∀ ψ, A *ᵥ ψ = 0) → A = 0 := by
      intro A hA
      ext a p
      have h1 := congrFun (hA (basisVec p)) a
      simpa [Matrix.mulVec, dotProduct, basisVec] using h1
    -- `(M F + M) ψ = M (F ψ + ψ)` vanishes because `F ψ + ψ` is symmetric
    apply eq_neg_of_add_eq_zero_left
    refine hzero _ fun ψ => ?_
    rw [Matrix.add_mulVec, ← Matrix.mulVec_mulVec, ← Matrix.mulVec_add]
    exact hsym _ (symmetrize_mem ψ)
  · intro h v
    have h1 : M *ᵥ tensor v v = -(M *ᵥ tensor v v) := by
      rw [← Matrix.neg_mulVec, ← h, ← Matrix.mulVec_mulVec, swap_tensor]
    funext a
    have h2 : (M *ᵥ tensor v v) a = -((M *ᵥ tensor v v) a) := congrFun h1 a
    show (M *ᵥ tensor v v) a = 0
    linear_combination h2 / 2
```

## The inner product is antilinear in its first argument

`star φ ⬝ᵥ ψ` is ⟨φ|ψ⟩ = Σ_p φ(p)* ψ(p). Relabelling the sum by the swap gives ⟨φ|Fψ⟩ = ⟨Fφ|ψ⟩, the step `adj`. If φ is orthogonal to every square, its bra is a one-row matrix annihilating the symmetric subspace, so for each product basis vector e_p

0 = ⟨φ|Fe_p + e_p⟩ = ((Fφ)(p) + φ(p))*

and Fφ = −φ. If Fφ = −φ, then

⟨φ|v⊗v⟩ = ⟨φ|F(v⊗v)⟩ = ⟨Fφ|v⊗v⟩ = −⟨φ|v⊗v⟩

so the overlap vanishes.

```lean
/-- A two-particle vector is orthogonal to every `v ⊗ v` exactly when it is antisymmetric. -/
theorem orthogonal_squares_iff_antiSub (φ : d × d → ℂ) :
    (∀ v : d → ℂ, star φ ⬝ᵥ tensor v v = 0) ↔ φ ∈ antiSub d := by
  -- the swap is self-adjoint
  have adj : ∀ ψ : d × d → ℂ, star φ ⬝ᵥ (swapOp d *ᵥ ψ) = star (swapOp d *ᵥ φ) ⬝ᵥ ψ := by
    intro ψ
    simp only [dotProduct, Pi.star_apply, swap_mulVec]
    exact Fintype.sum_equiv (Equiv.prodComm d d) _ _ (fun p => by simp)
  constructor
  · intro h
    -- the bra of `φ` is a one-row matrix annihilating every `v ⊗ v`
    have hsym := (annihilates_squares_iff_symSub
      (Matrix.of fun _ : Unit => star φ : Matrix Unit (d × d) ℂ)).mp
      (fun v => funext fun _ => h v)
    show swapOp d *ᵥ φ = -φ
    funext p
    have hdot : ∀ x : d × d → ℂ, x ⬝ᵥ basisVec p = x p := by
      intro x
      simp [dotProduct, basisVec]
    have h1 : star φ ⬝ᵥ (swapOp d *ᵥ basisVec p + basisVec p) = 0 :=
      congrFun (hsym _ (symmetrize_mem (basisVec p))) ()
    rw [dotProduct_add, adj, hdot, hdot] at h1
    have h2 : star ((swapOp d *ᵥ φ) p + φ p) = 0 := by
      rw [star_add]
      exact h1
    exact eq_neg_of_add_eq_zero_left (star_eq_zero.mp h2)
  · intro h v
    have hφ : swapOp d *ᵥ φ = -φ := h
    have h1 := adj (tensor v v)
    rw [swap_tensor, hφ, star_neg, neg_dotProduct] at h1
    linear_combination h1 / 2
```

## Annihilating the squares does not force M = 0

For two two-level systems, (1 − F)(v⊗v) = v⊗v − v⊗v = 0, while the diagonal entry of 1 − F at the pair (0,1) is 1 − 0 = 1. Tests on squares therefore do not determine a matrix on the full space.

```lean
/-- For two two-level systems the matrix `1 - F` annihilates every `v ⊗ v` and is not zero. -/
theorem annihilates_squares_witness :
    (∀ v : Fin 2 → ℂ, (1 - swapOp (Fin 2)) *ᵥ tensor v v = 0) ∧ 1 - swapOp (Fin 2) ≠ 0 := by
  constructor
  · intro v
    rw [Matrix.sub_mulVec, Matrix.one_mulVec, swap_tensor, sub_self]
  · intro h
    have h1 := congrFun (congrFun h ((0, 1) : Fin 2 × Fin 2)) ((0, 1) : Fin 2 × Fin 2)
    simp [swapOp] at h1

end

end SymmetricSubspace
```

```lean
#print axioms SymmetricSubspace.span_squares_eq_symSub
-- 'SymmetricSubspace.span_squares_eq_symSub' depends on axioms: [propext, Classical.choice, Quot.sound]
#print axioms SymmetricSubspace.span_unit_squares_eq_symSub
-- 'SymmetricSubspace.span_unit_squares_eq_symSub' depends on axioms: [propext, Classical.choice, Quot.sound]
#print axioms SymmetricSubspace.annihilates_squares_iff_mul_swap
-- 'SymmetricSubspace.annihilates_squares_iff_mul_swap' depends on axioms: [propext, Classical.choice, Quot.sound]
#print axioms SymmetricSubspace.orthogonal_squares_iff_antiSub
-- 'SymmetricSubspace.orthogonal_squares_iff_antiSub' depends on axioms: [propext, Classical.choice, Quot.sound]
```
